# Inversion formulas for polar optical and Brooks-Herring scattering angles

Suppose that all scattering cosines \(u\in[-1,1]\) are equally likely. The share lying in \([c,1]\) is \((1-c)/2\). Setting this share equal to a random number \(r\in[0,1]\) and solving gives \(c=1-2r\), so a uniform \(r\) produces a uniform cosine.

The same inversion works for two non-uniform weights used in Monte Carlo simulation of semiclassical carrier transport, here for an isotropic band with plane-wave states.

```lean
import Mathlib

open Set

namespace ScatteringAngleSampling

noncomputable section
```

Throughout, \(u\) is the cosine of the angle between the wave vectors before and after scattering. The solid angle element is \(du\,d\varphi\), so a weight independent of the azimuth \(\varphi\) is integrated over \(u\) alone.

```lean
/-- Polar optical angular weight `1 / (1 + ξ - ξ u)` at scattering cosine `u`,
for `ξ > 0` and `u ≤ 1`. -/
def polarWeight (ξ u : ℝ) : ℝ := 1 / (1 + ξ - ξ * u)
```

This is \(1/(1+\xi-\xi u)\). It stands for the factor \(1/q^2\) of unscreened polar optical scattering, where \(q\) is the wave number transferred. With wave numbers \(k\ne k'\) before and after, \(\xi=2kk'/(k-k')^2\).

```lean
/-- Brooks-Herring angular weight `(1 + b (1 - u) / 2)⁻²` at scattering cosine `u`,
for `b ≥ 0` and `u ≤ 1`. -/
def brooksHerringWeight (b u : ℝ) : ℝ := 1 / (1 + b * (1 - u) / 2) ^ 2
```

This is \((1+b(1-u)/2)^{-2}\), from the factor \(1/(q^2+q_D^2)^2\) for elastic scattering, \(k'=k\), by the screened Coulomb potential of an ionized impurity. Here \(q_D\) is the inverse screening length and \(b=4k^2/q_D^2\). The case \(b=0\) is the uniform one above. Both weights are taken as given, and \(\xi\) and \(b\) enter as plain real numbers.

```lean
/-- The share of the weight `w` on `[-1, 1]` that lies on `[c, 1]`, for `c` in `[-1, 1]` and an
integrable weight with nonzero total. -/
def tailFraction (w : ℝ → ℝ) (c : ℝ) : ℝ :=
  (∫ u in c..1, w u) / (∫ u in (-1 : ℝ)..1, w u)
```

For a weight \(w\), this defines
\[
T_w(c)=\frac{\int_c^1 w(u)\,du}{\int_{-1}^1 w(u)\,du}.
\]
The argument `w : ℝ → ℝ` is a whole function; `polarWeight ξ`, with \(u\) left open, is one.

```lean
/-- The polar optical scattering cosine computed from the random number `r`, for `ξ > 0` and `r` in
`[0, 1]`. -/
def polarCosine (ξ r : ℝ) : ℝ := (1 + ξ - (1 + 2 * ξ) ^ r) / ξ
```

The polar optical recipe is \(c=\bigl(1+\xi-(1+2\xi)^r\bigr)/\xi\).

```lean
/-- The Brooks-Herring scattering cosine computed from the random number `r`, for `b ≥ 0` and `r` in
`[0, 1]`. -/
def brooksHerringCosine (b r : ℝ) : ℝ := 1 - 2 * r / (1 + b * (1 - r))
```

The Brooks-Herring recipe is \(c=1-2r/(1+b(1-r))\).

## The weight between \(c\) and 1

```lean
/-- For `ξ > 0` and `c ≤ 1`, the polar optical weight integrated over `[c, 1]` is
`log (1 + ξ - ξ c) / ξ`. -/
theorem polar_integral {ξ c : ℝ} (hξ : 0 < ξ) (hc : c ≤ 1) :
    ∫ u in c..1, polarWeight ξ u = Real.log (1 + ξ - ξ * c) / ξ := by
  unfold polarWeight
  have hne : ∀ u ∈ uIcc c 1, 1 + ξ - ξ * u ≠ 0 := by
    intro u hu
    rw [uIcc_of_le hc] at hu
    have := mul_nonneg hξ.le (sub_nonneg.2 hu.2)
    have h : 0 < 1 + ξ - ξ * u := by linarith
    exact h.ne'
  -- a logarithm is the antiderivative
  have hderiv : ∀ u ∈ uIcc c 1, HasDerivAt
      (fun u : ℝ => Real.log (1 + ξ - ξ * u) / (-ξ)) (1 / (1 + ξ - ξ * u)) u := by
    intro u hu
    have h0 := hne u hu
    have h1 : HasDerivAt (fun u : ℝ => 1 + ξ - ξ * u) (-ξ) u :=
      (((hasDerivAt_id' u).const_mul ξ).const_sub (1 + ξ)).congr_deriv (by ring)
    refine ((h1.log h0).div_const (-ξ)).congr_deriv ?_
    field_simp
  have hint : IntervalIntegrable (fun u : ℝ => 1 / (1 + ξ - ξ * u))
      MeasureTheory.volume c 1 :=
    (ContinuousOn.div continuousOn_const (by fun_prop) hne).intervalIntegrable
  refine (intervalIntegral.integral_eq_sub_of_hasDerivAt hderiv hint).trans ?_
  have e : 1 + ξ - ξ * 1 = 1 := by ring
  simp only [e, Real.log_one, div_neg]
  ring
```

In a Lean theorem the hypotheses come first, here `hξ` and `hc`, and the claim follows the colon. By hand, an antiderivative is \(-\log(1+\xi-\xi u)/\xi\), which vanishes at \(u=1\), so
\[
\int_c^1\frac{du}{1+\xi-\xi u}=\frac{\log(1+\xi-\xi c)}{\xi}.
\]
The proof checks that the denominator is nonzero (`hne`), the derivative (`hderiv`) and integrability (`hint`), then applies the fundamental theorem of calculus.

```lean
/-- For `b ≥ 0` and `c ≤ 1`, the Brooks-Herring weight integrated over `[c, 1]` is
`(1 - c) / (1 + b (1 - c) / 2)`. -/
theorem brooksHerring_integral {b c : ℝ} (hb : 0 ≤ b) (hc : c ≤ 1) :
    ∫ u in c..1, brooksHerringWeight b u = (1 - c) / (1 + b * (1 - c) / 2) := by
  unfold brooksHerringWeight
  have hne : ∀ u ∈ uIcc c 1, 1 + b * (1 - u) / 2 ≠ 0 := by
    intro u hu
    rw [uIcc_of_le hc] at hu
    have := mul_nonneg hb (sub_nonneg.2 hu.2)
    have h : 0 < 1 + b * (1 - u) / 2 := by linarith
    exact h.ne'
  -- the antiderivative is a rational function
  have hderiv : ∀ u ∈ uIcc c 1, HasDerivAt
      (fun u : ℝ => (u - 1) / (1 + b * (1 - u) / 2)) (1 / (1 + b * (1 - u) / 2) ^ 2) u := by
    intro u hu
    have h1 : HasDerivAt (fun u : ℝ => 1 + b * (1 - u) / 2) (-b / 2) u :=
      (((((hasDerivAt_id' u).const_sub 1).const_mul b).div_const 2).const_add 1).congr_deriv
        (by ring)
    refine (((hasDerivAt_id' u).sub_const 1).fun_div h1 (hne u hu)).congr_deriv ?_
    congr 1
    ring
  have hint : IntervalIntegrable (fun u : ℝ => 1 / (1 + b * (1 - u) / 2) ^ 2)
      MeasureTheory.volume c 1 :=
    (ContinuousOn.div continuousOn_const (by fun_prop)
      (fun u hu => pow_ne_zero 2 (hne u hu))).intervalIntegrable
  refine (intervalIntegral.integral_eq_sub_of_hasDerivAt hderiv hint).trans ?_
  ring
```

With \(D=1+b(1-u)/2\), the antiderivative is \((u-1)/D\), since
\[
\frac{d}{du}\frac{u-1}{D}=\frac{D+(u-1)b/2}{D^2}=\frac1{D^2}.
\]
It also vanishes at \(u=1\), which leaves \((1-c)/(1+b(1-c)/2)\). The Lean steps are the same three checks.

```lean
/-- For `ξ > 0` and `c ≤ 1`, the polar optical tail fraction is
`log (1 + ξ - ξ c) / log (1 + 2 ξ)`. -/
theorem polar_tailFraction {ξ c : ℝ} (hξ : 0 < ξ) (hc : c ≤ 1) :
    tailFraction (polarWeight ξ) c = Real.log (1 + ξ - ξ * c) / Real.log (1 + 2 * ξ) := by
  unfold tailFraction
  rw [polar_integral hξ hc, polar_integral hξ (by norm_num : (-1 : ℝ) ≤ 1),
    show 1 + ξ - ξ * (-1) = 1 + 2 * ξ by ring]
  exact div_div_div_cancel_right₀ hξ.ne' _ _
```

At \(c=-1\) the integral is \(\log(1+2\xi)/\xi\). Dividing cancels \(\xi\):
\[
T(c)=\frac{\log(1+\xi-\xi c)}{\log(1+2\xi)}.
\]

```lean
/-- For `b ≥ 0` and `c ≤ 1`, the Brooks-Herring tail fraction is
`(1 - c) (1 + b) / (2 + b (1 - c))`. -/
theorem brooksHerring_tailFraction {b c : ℝ} (hb : 0 ≤ b) (hc : c ≤ 1) :
    tailFraction (brooksHerringWeight b) c = (1 - c) * (1 + b) / (2 + b * (1 - c)) := by
  unfold tailFraction
  rw [brooksHerring_integral hb hc, brooksHerring_integral hb (by norm_num : (-1 : ℝ) ≤ 1),
    div_div_div_eq]
  congr 1 <;> ring
```

Here the total is \(2/(1+b)\), so
\[
T(c)=\frac{(1-c)(1+b)}{2+b(1-c)}.
\]

## Inserting the sampled cosine

```lean
/-- For `ξ > 0` and `r` in `[0, 1]`, the sampled polar optical cosine lies in `[-1, 1]`, and
the normalized weight between it and `1` is `r`. -/
theorem polar_inversion {ξ r : ℝ} (hξ : 0 < ξ) (hr : r ∈ Icc (0 : ℝ) 1) :
    polarCosine ξ r ∈ Icc (-1 : ℝ) 1 ∧
      tailFraction (polarWeight ξ) (polarCosine ξ r) = r := by
  have h1 : 1 ≤ (1 + 2 * ξ) ^ r := Real.one_le_rpow (by linarith) hr.1
  have h2 : (1 + 2 * ξ) ^ r ≤ 1 + 2 * ξ := by
    have h := Real.rpow_le_rpow_of_exponent_le (by linarith : 1 ≤ 1 + 2 * ξ) hr.2
    rwa [Real.rpow_one] at h
  have hmem : polarCosine ξ r ∈ Icc (-1 : ℝ) 1 := by
    unfold polarCosine
    constructor
    · rw [le_div_iff₀ hξ]; linarith
    · rw [div_le_iff₀ hξ]; linarith
  refine ⟨hmem, ?_⟩
  have hx : ξ * polarCosine ξ r = 1 + ξ - (1 + 2 * ξ) ^ r := by
    unfold polarCosine
    field_simp
  have hL : 0 < Real.log (1 + 2 * ξ) := Real.log_pos (by linarith)
  rw [polar_tailFraction hξ hmem.2,
    show 1 + ξ - ξ * polarCosine ξ r = (1 + 2 * ξ) ^ r by linarith,
    Real.log_rpow (by linarith)]
  exact mul_div_cancel_right₀ r hL.ne'
```

The symbol `∧` joins two claims. For the range, \(1\le(1+2\xi)^r\le1+2\xi\) gives \(-1\le c\le1\). For the share, the recipe says \(1+\xi-\xi c=(1+2\xi)^r\), whose logarithm is \(r\log(1+2\xi)\); hence \(T(c)=r\). In Lean, `hmem` is the range and `Real.log_rpow` brings down the exponent.

```lean
/-- For `b ≥ 0` and `r` in `[0, 1]`, the sampled Brooks-Herring cosine lies in `[-1, 1]`, and
the normalized weight between it and `1` is `r`. -/
theorem brooksHerring_inversion {b r : ℝ} (hb : 0 ≤ b) (hr : r ∈ Icc (0 : ℝ) 1) :
    brooksHerringCosine b r ∈ Icc (-1 : ℝ) 1 ∧
      tailFraction (brooksHerringWeight b) (brooksHerringCosine b r) = r := by
  have hbr := mul_nonneg hb (sub_nonneg.2 hr.2)
  have hd : 0 < 1 + b * (1 - r) := by linarith
  have hmem : brooksHerringCosine b r ∈ Icc (-1 : ℝ) 1 := by
    have h0 : 0 ≤ 2 * r / (1 + b * (1 - r)) := div_nonneg (by linarith [hr.1]) hd.le
    have h2 : 2 * r / (1 + b * (1 - r)) ≤ 2 := by
      rw [div_le_iff₀ hd]; linarith [hr.2]
    unfold brooksHerringCosine
    constructor <;> linarith
  refine ⟨hmem, ?_⟩
  have hq : (1 - brooksHerringCosine b r) * (1 + b * (1 - r)) = 2 * r := by
    unfold brooksHerringCosine
    rw [sub_sub_cancel, div_mul_cancel₀ _ hd.ne']
  have hX : 0 < 2 + b * (1 - brooksHerringCosine b r) := by
    linarith [mul_nonneg hb (sub_nonneg.2 hmem.2)]
  rw [brooksHerring_tailFraction hb hmem.2, div_eq_iff hX.ne']
  linear_combination hq
```

Since \(1+b(1-r)\ge1\), the subtracted fraction lies between 0 and 2, which gives the range. Writing \(s=1-c\), the recipe reads \(s(1+b(1-r))=2r\), which is `hq`. Rearranged, \(s(1+b)=r(2+bs)\), so \(T(c)=r\). The tactic `linear_combination hq` does this rearrangement.

## The distribution for uniform \(r\)

```lean
/-- For `ξ > 0`, `c` in `[-1, 1]` and `r` uniform on `[0, 1]`, the sampled polar optical cosine
is at least `c` with probability equal to the tail fraction at `c`. -/
theorem polar_sampling_law {ξ c : ℝ} (hξ : 0 < ξ) (hc : c ∈ Icc (-1 : ℝ) 1) :
    MeasureTheory.volume {r : ℝ | r ∈ Icc (0 : ℝ) 1 ∧ c ≤ polarCosine ξ r} =
      ENNReal.ofReal (tailFraction (polarWeight ξ) c) := by
  have hL : 0 < Real.log (1 + 2 * ξ) := Real.log_pos (by linarith)
  have hp : 0 < 1 + ξ - ξ * c := by linarith [mul_nonneg hξ.le (sub_nonneg.2 hc.2)]
  have hT : tailFraction (polarWeight ξ) c ≤ 1 := by
    rw [polar_tailFraction hξ hc.2, div_le_one hL]
    exact Real.log_le_log hp (by nlinarith [hc.1])
  have key : ∀ r, c ≤ polarCosine ξ r ↔ r ≤ tailFraction (polarWeight ξ) c := by
    intro r
    rw [polar_tailFraction hξ hc.2, le_div_iff₀ hL, Real.le_log_iff_exp_le hp, polarCosine,
      le_div_iff₀ hξ, Real.rpow_def_of_pos (by linarith), mul_comm r]
    constructor <;> intro h <;> linarith
  -- the accepted random numbers form an interval starting at zero
  have hset : {r : ℝ | r ∈ Icc (0 : ℝ) 1 ∧ c ≤ polarCosine ξ r} =
      Icc 0 (tailFraction (polarWeight ξ) c) := by
    ext r
    exact ⟨fun h => ⟨h.1.1, (key r).1 h.2⟩,
      fun h => ⟨⟨h.1, h.2.trans hT⟩, (key r).2 h.2⟩⟩
  rw [hset, Real.volume_Icc, sub_zero]
```

Probability for a uniform \(r\) is the length (`volume`) of the set of accepted values. `ENNReal.ofReal` only converts the real number \(T(c)\) to the type in which lengths are measured. By hand,
\[
c\le\frac{1+\xi-(1+2\xi)^r}{\xi}
\iff (1+2\xi)^r\le1+\xi-\xi c
\iff r\le T(c).
\]
This is `key`. As \(T(c)\le1\) (`hT`), the accepted set is \([0,T(c)]\), of length \(T(c)\).

```lean
/-- For `b ≥ 0`, `c` in `[-1, 1]` and `r` uniform on `[0, 1]`, the sampled Brooks-Herring cosine
is at least `c` with probability equal to the tail fraction at `c`. -/
theorem brooksHerring_sampling_law {b c : ℝ} (hb : 0 ≤ b) (hc : c ∈ Icc (-1 : ℝ) 1) :
    MeasureTheory.volume {r : ℝ | r ∈ Icc (0 : ℝ) 1 ∧ c ≤ brooksHerringCosine b r} =
      ENNReal.ofReal (tailFraction (brooksHerringWeight b) c) := by
  have hX : 0 < 2 + b * (1 - c) := by linarith [mul_nonneg hb (sub_nonneg.2 hc.2)]
  have hT : tailFraction (brooksHerringWeight b) c ≤ 1 := by
    rw [brooksHerring_tailFraction hb hc.2, div_le_one hX]
    linarith [hc.1]
  have key : ∀ r ≤ 1, (c ≤ brooksHerringCosine b r ↔
      r ≤ tailFraction (brooksHerringWeight b) c) := by
    intro r hr
    have hd : 0 < 1 + b * (1 - r) := by linarith [mul_nonneg hb (sub_nonneg.2 hr)]
    rw [brooksHerring_tailFraction hb hc.2, le_div_iff₀ hX, brooksHerringCosine,
      le_sub_comm, div_le_iff₀ hd]
    constructor <;> intro h <;> linarith
  have hset : {r : ℝ | r ∈ Icc (0 : ℝ) 1 ∧ c ≤ brooksHerringCosine b r} =
      Icc 0 (tailFraction (brooksHerringWeight b) c) := by
    ext r
    exact ⟨fun h => ⟨h.1.1, (key r h.1.2).1 h.2⟩,
      fun h => ⟨⟨h.1, h.2.trans hT⟩, (key r (h.2.trans hT)).2 h.2⟩⟩
  rw [hset, Real.volume_Icc, sub_zero]

end

end ScatteringAngleSampling
```

For \(r\le1\) the denominator \(1+b(1-r)\) is positive, and
\[
c\le1-\frac{2r}{1+b(1-r)}
\iff r\,(2+b(1-c))\le(1-c)(1+b)
\iff r\le T(c).
\]
The accepted set is again \([0,T(c)]\).

## One scattering event in a simulation

Suppose an electron absorbs a polar optical phonon and its wave number doubles, \(k'=2k\). Then \(\xi=4\). The random number \(r=1/2\) gives \(c=(5-\sqrt9)/4=1/2\), a deflection of \(60^\circ\). A second random number fixes the azimuth, uniform on \([0,2\pi)\), and the new wave vector, of length \(k'\), is placed at these angles relative to the old one.

```lean
#print axioms ScatteringAngleSampling.polar_inversion
#print axioms ScatteringAngleSampling.brooksHerring_inversion
#print axioms ScatteringAngleSampling.polar_sampling_law
#print axioms ScatteringAngleSampling.brooksHerring_sampling_law
```

```
'ScatteringAngleSampling.polar_inversion' depends on axioms: [propext, Classical.choice, Quot.sound]
'ScatteringAngleSampling.brooksHerring_inversion' depends on axioms: [propext, Classical.choice, Quot.sound]
'ScatteringAngleSampling.polar_sampling_law' depends on axioms: [propext, Classical.choice, Quot.sound]
'ScatteringAngleSampling.brooksHerring_sampling_law' depends on axioms: [propext, Classical.choice, Quot.sound]
```
